# A finite Hamiltonian commuting with a cyclic translation has a Bloch eigenvector at every eigenvalue

Q: I diagonalise a three-site ring with unit hopping and get $(1,-1,0)/\sqrt2$ at energy $-1$. A shift by one site gives $(-1,0,1)/\sqrt2$, which is not a multiple of it. My eigenstate has no definite crystal momentum. What entitles me to label its energy by one?

A: That level also contains states which do have a momentum label. Let $H$ be the Hamiltonian and $T$ the translation by one cell, as complex matrices over a finite basis `n`. Assume $HT=TH$ and $T^M=1$ with $M\ge1$. The second condition is Born-von Karman's: $M$ steps lead back to the start, so the row of cells has no ends.

```lean
import Mathlib

open Matrix Finset

namespace BlochForm

noncomputable section

variable {n : Type*} [Fintype n] [DecidableEq n] {M : ℕ}
```

For integer $k$, the phase is $\omega_k=e^{2\pi ik/M}$.

```lean
/-- The Bloch phase `exp(2πik/M)` of the momentum label `k` on a ring of `M` cells, `M ≠ 0`. -/
def blochPhase (M k : ℕ) : ℂ := Complex.exp (2 * Real.pi * Complex.I * k / M)
```

From any state $v$, form
$$v_k=\frac1M\sum_{j=0}^{M-1}\omega_k^{-j}\,T^jv .$$

```lean
/-- The Bloch component of the state `v` at momentum label `k`: the discrete Fourier sum
of its translates, for `M ≠ 0` cells. -/
def blochComponent (M : ℕ) (T : Matrix n n ℂ) (k : ℕ) (v : n → ℂ) : n → ℂ :=
  (M : ℂ)⁻¹ • ∑ j ∈ range M, (blochPhase M k)⁻¹ ^ j • (T ^ j *ᵥ v)
```

Q: Do these components lose anything of $v$?

A: No. First, $\omega_k^M=1$. Next, put $q=e^{-2\pi ij/M}$, so that $\sum_{k=0}^{M-1}\omega_k^{-j}=\sum_k q^k$. For $j=0$ this is $M$. For $0<j<M$ we have $q\ne1$ and $q^M=1$, so it is $(q^M-1)/(q-1)=0$. In Lean, `geom_sum_eq` sums the series, and the primitive root supplies $q\neq1$.

```lean
omit [DecidableEq n] in
private lemma mulVec_sum_range (A : Matrix n n ℂ) (f : ℕ → n → ℂ) (s : Finset ℕ) :
    A *ᵥ (∑ j ∈ s, f j) = ∑ j ∈ s, A *ᵥ f j :=
  map_sum A.mulVecLin f s

private lemma blochPhase_eq_pow (M k : ℕ) :
    blochPhase M k = Complex.exp (2 * Real.pi * Complex.I / M) ^ k := by
  rw [blochPhase, ← Complex.exp_nat_mul]
  congr 1
  ring

/-- Going once around the ring of `M` cells multiplies a Bloch phase up to one. -/
theorem blochPhase_pow (hM : M ≠ 0) (k : ℕ) : blochPhase M k ^ M = 1 := by
  rw [blochPhase_eq_pow, ← pow_mul, mul_comm k M, pow_mul,
    (Complex.isPrimitiveRoot_exp M hM).pow_eq_one, one_pow]

/-- Orthogonality of the Bloch phases: summed over all momentum labels, the phases for a
displacement by `j < M` cells give `M` if `j = 0` and cancel otherwise. -/
theorem sum_blochPhase (hM : M ≠ 0) {j : ℕ} (hj : j < M) :
    ∑ k ∈ range M, (blochPhase M k)⁻¹ ^ j = if j = 0 then (M : ℂ) else 0 := by
  split_ifs with h
  · simp [h]
  · have hζ := (Complex.isPrimitiveRoot_exp M hM).inv
    have hne : (Complex.exp (2 * Real.pi * Complex.I / M))⁻¹ ^ j ≠ 1 := fun h1 =>
      h (Nat.eq_zero_of_dvd_of_lt (hζ.dvd_of_pow_eq_one j h1) hj)
    -- the sum over momenta is a geometric sum with ratio different from one
    calc ∑ k ∈ range M, (blochPhase M k)⁻¹ ^ j
        = ∑ k ∈ range M, ((Complex.exp (2 * Real.pi * Complex.I / M))⁻¹ ^ j) ^ k :=
          sum_congr rfl fun k _ => by
            rw [blochPhase_eq_pow, ← inv_pow, ← pow_mul, ← pow_mul, mul_comm k j]
      _ = 0 := by
          rw [geom_sum_eq hne, ← pow_mul, mul_comm j M, pow_mul, hζ.pow_eq_one, one_pow,
            sub_self, zero_div]
```

Exchanging the two sums, which is `Finset.sum_comm`, leaves only $j=0$:
$$\sum_k v_k=\frac1M\sum_j\Big(\sum_k\omega_k^{-j}\Big)T^jv=v .$$

```lean
/-- Every state is the sum of its Bloch components. -/
theorem sum_blochComponent (hM : M ≠ 0) (T : Matrix n n ℂ) (v : n → ℂ) :
    ∑ k ∈ range M, blochComponent M T k v = v := by
  have h : ∀ j ∈ range M, ∑ k ∈ range M, (blochPhase M k)⁻¹ ^ j • (T ^ j *ᵥ v)
      = if j = 0 then (M : ℂ) • v else 0 := by
    intro j hj
    rw [← Finset.sum_smul, sum_blochPhase hM (mem_range.mp hj)]
    split_ifs with h0 <;> simp [h0]
  simp only [blochComponent]
  rw [← Finset.smul_sum, Finset.sum_comm, sum_congr rfl h, Finset.sum_ite_eq',
    if_pos (mem_range.mpr (Nat.pos_of_ne_zero hM)), smul_smul,
    inv_mul_cancel₀ (Nat.cast_ne_zero.mpr hM), one_smul]
```

Q: And why does $v_k$ have a definite momentum?

A: Apply $T$ and take out one phase:
$$Tv_k=\omega_k\,\frac1M\sum_{j=0}^{M-1}\omega_k^{-(j+1)}T^{j+1}v=\omega_kv_k .$$
The shifted sum runs from $1$ to $M$, and its last term equals the missing term at $0$, because $\omega_k^{-M}T^M=1$. The step `hshift` is this closing of the ring.

```lean
/-- Under the Born-von Karman condition `T ^ M = 1`, translation by one cell multiplies
a Bloch component by its Bloch phase. -/
theorem translate_blochComponent (hM : M ≠ 0) {T : Matrix n n ℂ} (hT : T ^ M = 1)
    (k : ℕ) (v : n → ℂ) :
    T *ᵥ blochComponent M T k v = blochPhase M k • blochComponent M T k v := by
  have hp : blochPhase M k ≠ 0 := Complex.exp_ne_zero _
  have hz : (blochPhase M k)⁻¹ ^ M = 1 := by rw [inv_pow, blochPhase_pow hM, inv_one]
  have hf : (blochPhase M k)⁻¹ ^ M • (T ^ M *ᵥ v)
      = (blochPhase M k)⁻¹ ^ 0 • (T ^ 0 *ᵥ v) := by rw [hz, hT, pow_zero, pow_zero]
  -- the term at `j = M` equals the term at `j = 0`, so the sum may be shifted
  have hshift : ∑ j ∈ range M, (blochPhase M k)⁻¹ ^ (j + 1) • (T ^ (j + 1) *ᵥ v)
      = ∑ j ∈ range M, (blochPhase M k)⁻¹ ^ j • (T ^ j *ᵥ v) := by
    have h := Finset.sum_range_succ' (fun j => (blochPhase M k)⁻¹ ^ j • (T ^ j *ᵥ v)) M
    rw [Finset.sum_range_succ, hf] at h
    exact (add_right_cancel h).symm
  rw [blochComponent, Matrix.mulVec_smul, smul_comm (blochPhase M k) (M : ℂ)⁻¹]
  congr 1
  rw [mulVec_sum_range, ← hshift, Finset.smul_sum]
  refine sum_congr rfl fun j _ => ?_
  rw [Matrix.mulVec_smul, Matrix.mulVec_mulVec, ← pow_succ', smul_smul,
    pow_succ' (blochPhase M k)⁻¹, mul_inv_cancel_left₀ hp]
```

Q: Does the projection mix energies?

A: No. $H$ commutes with every $T^j$ (`hHT.pow_right`), so $Hv=Ev$ gives
$$Hv_k=\frac1M\sum_j\omega_k^{-j}T^jHv=Ev_k .$$

```lean
/-- If the Hamiltonian commutes with the translation, the Bloch components of a state of
energy `E` satisfy the eigenvalue equation with the same `E`. -/
theorem energy_blochComponent {H T : Matrix n n ℂ} (hHT : Commute H T) {E : ℂ}
    {v : n → ℂ} (hv : H *ᵥ v = E • v) (k : ℕ) :
    H *ᵥ blochComponent M T k v = E • blochComponent M T k v := by
  rw [blochComponent, Matrix.mulVec_smul, smul_comm E (M : ℂ)⁻¹]
  congr 1
  rw [mulVec_sum_range, Finset.smul_sum]
  refine sum_congr rfl fun j _ => ?_
  rw [Matrix.mulVec_smul, Matrix.mulVec_mulVec, (hHT.pow_right j).eq,
    ← Matrix.mulVec_mulVec, hv, Matrix.mulVec_smul, smul_comm]
```

If $v\ne0$, the $v_k$ cannot all vanish, since they add up to $v$. Any nonzero one is the required `w`. In your example $v_0=0$, while $v_1$ and $v_2$ survive.

```lean
/-- Bloch's theorem in finite dimension: if `H` commutes with `T` and `T ^ M = 1`, every
eigenvalue of `H` has an eigenvector that `T` multiplies by a phase `exp(2πik/M)`. -/
theorem bloch_theorem (hM : M ≠ 0) {H T : Matrix n n ℂ} (hHT : Commute H T)
    (hT : T ^ M = 1) {E : ℂ} {v : n → ℂ} (hv0 : v ≠ 0) (hv : H *ᵥ v = E • v) :
    ∃ k < M, ∃ w : n → ℂ, w ≠ 0 ∧ H *ᵥ w = E • w ∧ T *ᵥ w = blochPhase M k • w := by
  -- the components add up to `v`, so one of them is nonzero
  obtain ⟨k, hk, hne⟩ := Finset.exists_ne_zero_of_sum_ne_zero
    (s := range M) (f := fun k => blochComponent M T k v)
    (by rwa [sum_blochComponent hM])
  exact ⟨k, mem_range.mp hk, _, hne, energy_blochComponent hHT hv k,
    translate_blochComponent hM hT k v⟩
```

Q: Your `E` is complex, and nothing says that $H$ is Hermitian or $T$ unitary.

A: The argument needs neither, so Hermitian Hamiltonians are included. The vector `w` is nonzero but not normalised. The theorem promises at least one such vector per eigenvalue and does not count degeneracies.

Your ring satisfies the assumptions. Its uniform state, $(1,1,1)/\sqrt3$ when normalised, has energy 2.

```lean
/-- A three-site ring with equal hopping and its cyclic shift meet the hypotheses of
Bloch's theorem, with the uniform state at energy 2. -/
theorem bloch_theorem_witness :
    Commute (!![0, 1, 1; 1, 0, 1; 1, 1, 0] : Matrix (Fin 3) (Fin 3) ℂ)
      !![0, 1, 0; 0, 0, 1; 1, 0, 0] ∧
    (!![0, 1, 0; 0, 0, 1; 1, 0, 0] : Matrix (Fin 3) (Fin 3) ℂ) ^ 3 = 1 ∧
    (!![0, 1, 1; 1, 0, 1; 1, 1, 0] : Matrix (Fin 3) (Fin 3) ℂ) *ᵥ ![1, 1, 1]
      = (2 : ℂ) • ![1, 1, 1] := by
  refine ⟨?_, ?_, ?_⟩
  · change _ * _ = _ * _
    ext i j
    fin_cases i <;> fin_cases j <;> simp [Matrix.mul_apply, Fin.sum_univ_succ]
  · ext i j
    fin_cases i <;> fin_cases j <;> simp [pow_succ, Matrix.mul_apply, Fin.sum_univ_succ]
  · ext i
    fin_cases i <;> norm_num [Matrix.mulVec, dotProduct, Fin.sum_univ_succ]
```

Q: An abstract $T$ is still not a crystal. Where are the cells?

A: Here a basis state is labelled by a pair: a cell in `ZMod M`, which counts modulo $M$, and an orbital in `b`. The convention is $(T\psi)(j,a)=\psi(j+1,a)$. A Bloch wave has amplitude $\omega_k^j\,u(a)$; if $u$ is normalised, divide by $\sqrt M$.

```lean
variable {b : Type*} [Fintype b] [DecidableEq b]

/-- Translation by one cell on a ring of `M` cells with orbitals `b` in each cell:
it sends `ψ(j, a)` to `ψ(j + 1, a)`. -/
def translation (M : ℕ) (b : Type*) [DecidableEq b] : Matrix (ZMod M × b) (ZMod M × b) ℂ :=
  Matrix.of fun p q => if q = (p.1 + 1, p.2) then 1 else 0

/-- The Bloch wave with momentum label `k` and cell function `u`, for `M ≠ 0` cells:
amplitude `exp(2πik/M)^j u(a)` on orbital `a` of cell `j`. -/
def blochWave (M k : ℕ) (u : b → ℂ) : ZMod M × b → ℂ :=
  fun p => blochPhase M k ^ p.1.val * u p.2
```

For this $T$ the cyclic condition is proved. By induction, $T^j$ moves the cell index by $j$, and $M$ is zero in `ZMod M`.

```lean
/-- Translating `M` times around the ring of `M` cells is the identity. -/
theorem translation_pow_card [NeZero M] : translation M b ^ M = 1 := by
  have h : ∀ (j : ℕ) (p q : ZMod M × b),
      (translation M b ^ j) p q = if q = (p.1 + (j : ZMod M), p.2) then 1 else 0 := by
    intro j
    induction j with
    | zero => intro p q; simp [Matrix.one_apply, eq_comm]
    | succ j ih =>
      intro p q
      rw [pow_succ', Matrix.mul_apply]
      simp only [ih]
      simp only [translation, Matrix.of_apply, ite_mul, one_mul, zero_mul,
        Finset.sum_ite_eq', Finset.mem_univ, if_true]
      rw [Nat.cast_succ, add_comm (j : ZMod M) 1, add_assoc]
  ext p q
  rw [h]
  simp [Matrix.one_apply, eq_comm]
```

The only assumption on $H$ is that its matrix elements do not change when both cells move by one. Then
$$(HT)_{(i,a),(j,c)}=H_{(i,a),(j-1,c)}=H_{(i+1,a),(j,c)}=(TH)_{(i,a),(j,c)},$$
so the abstract theorem gives $w$ with $w(j+1,a)=\omega_kw(j,a)$. Iterating from cell zero, $w(j,a)=\omega_k^jw(0,a)$. Set $u(a)=w(0,a)$; if $u$ were zero, $w$ would be too.

```lean
/-- Bloch form of crystal eigenstates: if the matrix elements of `H` are unchanged when both
cells move by one, every eigenvalue of `H` has an eigenvector that is a Bloch wave. -/
theorem exists_blochWave [NeZero M] {H : Matrix (ZMod M × b) (ZMod M × b) ℂ}
    (hH : ∀ i j a c, H (i + 1, a) (j + 1, c) = H (i, a) (j, c))
    {E : ℂ} {v : ZMod M × b → ℂ} (hv0 : v ≠ 0) (hv : H *ᵥ v = E • v) :
    ∃ k < M, ∃ u : b → ℂ, u ≠ 0 ∧ H *ᵥ blochWave M k u = E • blochWave M k u := by
  have hcomm : Commute H (translation M b) := by
    change H * translation M b = translation M b * H
    ext ⟨i, a⟩ ⟨j, c⟩
    have hiff : ∀ r : ZMod M × b, (j, c) = (r.1 + 1, r.2) ↔ r = (j - 1, c) := by
      rintro ⟨r, d⟩
      simp only [Prod.mk.injEq]
      rw [eq_sub_iff_add_eq, eq_comm (a := j), eq_comm (a := c)]
    have h := hH i (j - 1) a c
    rw [sub_add_cancel] at h
    simp only [Matrix.mul_apply, translation, Matrix.of_apply, hiff]
    simp [h]
  obtain ⟨k, hk, w, hw0, hwH, hwT⟩ :=
    bloch_theorem (NeZero.ne M) hcomm translation_pow_card hv0 hv
  have hstep : ∀ (i : ZMod M) (a : b), w (i + 1, a) = blochPhase M k * w (i, a) := by
    intro i a
    have h := congrFun hwT (i, a)
    simpa [translation, Matrix.mulVec, dotProduct] using h
  -- iterate the translation from cell zero
  have hpow : ∀ (j : ℕ) (a : b), w ((j : ZMod M), a) = blochPhase M k ^ j * w (0, a) := by
    intro j a
    induction j with
    | zero => simp
    | succ j ih => rw [Nat.cast_succ, hstep, ih, pow_succ']; ring
  have hw : w = blochWave M k (fun a => w (0, a)) := by
    funext ⟨i, a⟩
    have h := hpow i.val a
    rw [ZMod.natCast_zmod_val] at h
    exact h
  refine ⟨k, hk, fun a => w (0, a), fun hu => hw0 ?_, ?_⟩
  · rw [hw, hu]
    funext p
    simp [blochWave]
  · rw [← hw]
    exact hwH

end

end BlochForm
```

```lean
#print axioms BlochForm.bloch_theorem
-- 'BlochForm.bloch_theorem' depends on axioms: [propext, Classical.choice, Quot.sound]
#print axioms BlochForm.exists_blochWave
-- 'BlochForm.exists_blochWave' depends on axioms: [propext, Classical.choice, Quot.sound]
```

Q: What does that give me in practice?

A: For a non-interacting, translation-invariant tight-binding ring with finitely many orbitals per cell, a search among Bloch waves at $k=0,\dots,M-1$ misses no energy. Bloch's theorem for the Schrödinger equation in a continuous periodic potential needs analysis that these matrices avoid.

Q: My crystal has more than one direction.

A: The same argument extends to a second translation $T_2$ with $T_2^{M_2}=1$, $M_2\ge1$, that commutes with $H$ and $T$. Project $w$ with $T_2$: some component is nonzero, and it keeps both its energy and its first phase. A third direction works likewise.
